# Pseudo-hydrogens of charge (8 − m)/4 and m/4 give a four-coordinated cluster of valences m and 8 − m two electrons per bond

**Q.** I cut a finite cluster out of a tetrahedral semiconductor such as GaAs. The surface atoms have lost neighbours, and their broken bonds are partly filled, so I cap each one with a fictitious hydrogen of fractional charge: 5/4 on gallium, 3/4 on arsenic. You say that the electron count behind this recipe is proved. My doubt is that the object in Lean is a cluster at all.

**A.** It is the connectivity of one. There are five finite sets: cations C, anions A, cation–anion bonds B, pseudo-hydrogens P on cations and pseudo-hydrogens Q on anions. A bond b in B has a cation end c(b) and an anion end a(b), written `K.cat b` and `K.an b`. A pseudo-hydrogen h has one host, c(h) = `K.hostC h` for h in P and a(h) = `K.hostA h` for h in Q.

```lean
import Mathlib

open Finset

namespace PseudoHydrogenPassivation

/-- Connectivity of a passivated cluster with cations `C`, anions `A`, cation-anion bonds `B`,
pseudo-hydrogens `P` bonded to cations and pseudo-hydrogens `Q` bonded to anions. -/
structure Cluster (C A B P Q : Type*) where
  cat : B → C
  an : B → A
  hostC : P → C
  hostA : Q → A
```

**Q.** There are no positions, and nothing tetrahedral.

**A.** Of the geometry only the coordination number survives, as a hypothesis. `FourCoordinated K` says that at every cation and every anion the bonds to opposite-type atoms and the attached pseudo-hydrogens number four together. It stands for sp³ bonding with every broken bond capped. Cation–cation and anion–anion bonds cannot be expressed, which excludes surface reconstructions with cation–cation or anion–anion dimers. Two elements of B may join the same pair of atoms, so the statement is slightly more permissive than a crystal fragment.

```lean
variable {C A B P Q : Type*} [Fintype C] [Fintype A] [Fintype B] [Fintype P] [Fintype Q]
  [DecidableEq C] [DecidableEq A]

/-- Every cation and every anion has exactly four bonds, counting bonds to opposite-type atoms
and bonds to pseudo-hydrogens. -/
def FourCoordinated (K : Cluster C A B P Q) : Prop :=
  (∀ c, (univ.filter fun b => K.cat b = c).card
      + (univ.filter fun h => K.hostC h = c).card = 4) ∧
  (∀ a, (univ.filter fun b => K.an b = a).card
      + (univ.filter fun h => K.hostA h = a).card = 4)
```

**Q.** And the two numbers being compared?

**A.** Let v(c) and w(a) be the valences of cation c and anion a, and p(h), q(h) the electron numbers brought by pseudo-hydrogens in P and Q. All four are real numbers. The electron number N and the bond number L are

N = Σ_c v(c) + Σ_a w(a) + Σ_{h∈P} p(h) + Σ_{h∈Q} q(h)

L = |B| + |P| + |Q|

since each pseudo-hydrogen makes exactly one bond. Every atom brings its neutral complement of valence electrons, so N is the count for a neutral cluster.

```lean
/-- Total electron number for cation valences `v`, anion valences `w` and pseudo-hydrogen
electron numbers `p` (on cations) and `q` (on anions). -/
def electrons (v : C → ℝ) (w : A → ℝ) (p : P → ℝ) (q : Q → ℝ) : ℝ :=
  ∑ c, v c + ∑ a, w a + ∑ h, p h + ∑ h, q h

/-- Number of bonds: the cation-anion bonds plus one bond for each pseudo-hydrogen. -/
def numBonds (B P Q : Type*) [Fintype B] [Fintype P] [Fintype Q] : ℕ :=
  Fintype.card B + Fintype.card P + Fintype.card Q
```

**Q.** The usual argument says that an atom puts a quarter of its valence into each bond. In a polar crystal the density is shifted towards the anion, so I expect a false premise there.

**A.** The quarter is derived, and it is a rearrangement of a sum that says nothing about the density. Take any map f from bonds to atoms, and let n(c) be the number of bonds b with f(b) = c. Inserting 1 = Σ_c δ(f(b), c), with δ the Kronecker symbol, and exchanging the sums gives

Σ_b v(f(b)) = Σ_b Σ_c δ(f(b), c) v(c) = Σ_c Σ_b δ(f(b), c) v(c) = Σ_c n(c) v(c)

The three `calc` steps are these three equalities: `if f b = c then v c else 0` is δ(f(b), c) v(c), `Finset.sum_comm` exchanges the sums, and the last step counts the non-zero terms.

```lean
/-- A sum over bonds of a quantity of the host atom equals the sum over atoms weighted by the
number of bonds at each atom. -/
theorem sum_over_hosts (f : B → C) (v : C → ℝ) :
    ∑ b, v (f b) = ∑ c, ((univ.filter fun b => f b = c).card : ℝ) * v c := by
  calc ∑ b, v (f b) = ∑ b, ∑ c, if f b = c then v c else 0 := by simp
    _ = ∑ c, ∑ b, if f b = c then v c else 0 := Finset.sum_comm
    _ = ∑ c, ((univ.filter fun b => f b = c).card : ℝ) * v c := by
        refine Finset.sum_congr rfl fun c _ => ?_
        rw [← Finset.sum_filter, Finset.sum_const, nsmul_eq_mul]
```

Apply this to the bonds B and to the pseudo-hydrogens P, with multiplicities n(c) and n′(c), and add. Since n(c) + n′(c) = 4,

Σ_b v(c(b)) + Σ_{h∈P} v(c(h)) = Σ_c (n(c) + n′(c)) v(c) = 4 Σ_c v(c)

This is `key`, where `linear_combination (v c) * hc` multiplies the coordination condition by v(c) at each atom. Division by four gives `valence_sharing`, which holds for any type of host and so serves the anions too.

```lean
/-- If every atom has four bonds of the two kinds together, the total valence equals the sum
over all bonds of one quarter of the valence of the host atom. -/
theorem valence_sharing (f : B → C) (g : P → C)
    (h4 : ∀ c, (univ.filter fun b => f b = c).card + (univ.filter fun h => g h = c).card = 4)
    (v : C → ℝ) :
    ∑ c, v c = ∑ b, v (f b) / 4 + ∑ h, v (g h) / 4 := by
  have key : ∑ b, v (f b) + ∑ h, v (g h) = 4 * ∑ c, v c := by
    rw [sum_over_hosts f v, sum_over_hosts g v, ← Finset.sum_add_distrib, Finset.mul_sum]
    refine Finset.sum_congr rfl fun c _ => ?_
    have hc : ((univ.filter fun b => f b = c).card : ℝ)
        + ((univ.filter fun h => g h = c).card : ℝ) = 4 := by exact_mod_cast h4 c
    linear_combination (v c) * hc
  rw [← Finset.sum_div, ← Finset.sum_div]
  linarith
```

**Q.** Granted. How does that reach N − 2L?

**A.** Replace Σ_c v(c) and Σ_a w(a) in N by their shared forms, write 2L as a sum of 2 over the three kinds of bond, and collect terms bond by bond:

N − 2L = Σ_b [v(c(b))/4 + w(a(b))/4 − 2] + Σ_{h∈P} [v(c(h))/4 + p(h) − 2] + Σ_{h∈Q} [w(a(h))/4 + q(h) − 2]

Each bracket is what the two ends donate to that bond, minus two. The valences and charges are arbitrary here. In the proof `h1` and `h2` are the sharing identities for cations and anions, `simp only` splits the brackets into separate sums, and `linarith` makes the substitution.

```lean
/-- In a four-coordinated cluster, for arbitrary valences and pseudo-hydrogen charges, electrons
minus twice the bonds is the sum over bonds of the electrons given to the bond minus two, an atom
giving a quarter of its valence and a pseudo-hydrogen its whole charge. -/
theorem excess_eq_sum_bonds (K : Cluster C A B P Q) (hK : FourCoordinated K)
    (v : C → ℝ) (w : A → ℝ) (p : P → ℝ) (q : Q → ℝ) :
    electrons v w p q - 2 * (numBonds B P Q : ℝ)
      = ∑ b, (v (K.cat b) / 4 + w (K.an b) / 4 - 2)
        + ∑ h, (v (K.hostC h) / 4 + p h - 2) + ∑ h, (w (K.hostA h) / 4 + q h - 2) := by
  -- share cation and anion valences among their four bonds
  have h1 := valence_sharing K.cat K.hostC hK.1 v
  have h2 := valence_sharing K.an K.hostA hK.2 w
  simp only [electrons, numBonds, Finset.sum_sub_distrib, Finset.sum_add_distrib,
    Finset.sum_const, Finset.card_univ, nsmul_eq_mul]
  push_cast
  linarith
```

**Q.** Now my compound.

**A.** Give every cation the valence m and every anion 8 − m. The 8 is the octet condition of such compounds: four valence electrons per atom on average, the number that fills four two-electron bonds shared between pairs of atoms. With uniform charges p and q the brackets are constants. The first is m/4 + (8 − m)/4 − 2 = 0, the second is m/4 + p − 2 = p − (8 − m)/4, and the third is (8 − m)/4 + q − 2 = q − m/4. Hence

N − 2L = |P| (p − (8 − m)/4) + |Q| (q − m/4)

Lean turns each constant sum into cardinality times constant, and `ring` does the bracket algebra.

```lean
/-- In a four-coordinated cluster with cation valence `m`, anion valence `8 - m` and uniform
pseudo-hydrogen charges `p` and `q`, electrons minus twice the bonds equals `|P| (p - (8 - m)/4) +
|Q| (q - m/4)`. -/
theorem excess_uniform (K : Cluster C A B P Q) (hK : FourCoordinated K) (m p q : ℝ) :
    electrons (fun _ : C => m) (fun _ : A => 8 - m) (fun _ : P => p) (fun _ : Q => q)
        - 2 * (numBonds B P Q : ℝ)
      = (Fintype.card P : ℝ) * (p - (8 - m) / 4) + (Fintype.card Q : ℝ) * (q - m / 4) := by
  rw [excess_eq_sum_bonds K hK]
  simp only [Finset.sum_const, Finset.card_univ, nsmul_eq_mul]
  ring
```

Setting p = (8 − m)/4 and q = m/4 makes both terms vanish. `two_electrons_per_bond` reads: for every four-coordinated cluster, of any finite size including the empty one, and every real m,

N = 2L

For m = 3 the charges are your 5/4 and 3/4. Each pseudo-hydrogen donates what the missing neighbour would have donated, a quarter of that neighbour's valence.

```lean
/-- In a four-coordinated cluster with cation valence `m` and anion valence `8 - m`, whose
pseudo-hydrogens carry `(8 - m)/4` electrons on cations and `m/4` on anions, the electron
number is twice the number of bonds. -/
theorem two_electrons_per_bond (K : Cluster C A B P Q) (hK : FourCoordinated K) (m : ℝ) :
    electrons (fun _ : C => m) (fun _ : A => 8 - m) (fun _ : P => (8 - m) / 4)
      (fun _ : Q => m / 4) = 2 * (numBonds B P Q : ℝ) := by
  have h := excess_uniform K hK m ((8 - m) / 4) (m / 4)
  linear_combination h
```

**Q.** What if my sample is an alloy?

**A.** Valences may depend on the site, under the hypothesis `h8` that v(c(b)) + w(a(b)) = 8 on every cation–anion bond, and with each pseudo-hydrogen carrying (8 − valence of its host)/4. Then every bracket vanishes separately, which is what `e1`, `e2` and `e3` show for the three kinds of bond, and N = 2L again. The hypothesis is strong. Following it along bonds forces one common cation valence throughout a connected cluster, an observation of mine that no theorem here states. Isovalent mixtures such as gallium with indium satisfy `h8`, while cations of valence one and three on the same anion do not.

```lean
/-- In a four-coordinated cluster with site-dependent valences that add up to eight across every
cation-anion bond, and pseudo-hydrogens carrying a quarter of eight minus the valence of their host,
the electron number is twice the number of bonds. -/
theorem two_electrons_per_bond_alloy (K : Cluster C A B P Q) (hK : FourCoordinated K)
    (v : C → ℝ) (w : A → ℝ) (h8 : ∀ b, v (K.cat b) + w (K.an b) = 8) :
    electrons v w (fun h => (8 - v (K.hostC h)) / 4) (fun h => (8 - w (K.hostA h)) / 4)
      = 2 * (numBonds B P Q : ℝ) := by
  rw [← sub_eq_zero, excess_eq_sum_bonds K hK]
  -- every single bond receives exactly two electrons
  have e1 : ∑ b, (v (K.cat b) / 4 + w (K.an b) / 4 - 2) = 0 :=
    Finset.sum_eq_zero fun b _ => by linarith [h8 b]
  have e2 : ∑ h, (v (K.hostC h) / 4 + (8 - v (K.hostC h)) / 4 - 2) = 0 :=
    Finset.sum_eq_zero fun h _ => by ring
  have e3 : ∑ h, (w (K.hostA h) / 4 + (8 - w (K.hostA h)) / 4 - 2) = 0 :=
    Finset.sum_eq_zero fun h _ => by ring
  linarith
```

**Q.** Why not cap with ordinary hydrogen?

**A.** Put p = q = 1 in the uniform formula. Since 1 − (8 − m)/4 = (m − 4)/4 and 1 − m/4 = −(m − 4)/4,

N − 2L = (m − 4)(|P| − |Q|)/4

The sharing identity with all valences equal to one gives 4|C| = |B| + |P| and 4|A| = |B| + |Q|, the content of `h1` and `h2`. Subtracting them gives |P| − |Q| = 4(|C| − |A|), and so

N − 2L = (m − 4)(|C| − |A|)

which `linear_combination` assembles in one line. The excess vanishes for m = 4, as in silicon, and also whenever cations and anions are equally many.

```lean
/-- In a four-coordinated cluster with cation valence `m` and anion valence `8 - m`, if every
passivating atom carries one electron, electrons minus twice the bonds equals `(m - 4) (|C| - |A|)`,
with `|C|` and `|A|` the numbers of cations and anions. -/
theorem excess_ordinary_hydrogen (K : Cluster C A B P Q) (hK : FourCoordinated K) (m : ℝ) :
    electrons (fun _ : C => m) (fun _ : A => 8 - m) (fun _ : P => 1) (fun _ : Q => 1)
        - 2 * (numBonds B P Q : ℝ)
      = (m - 4) * ((Fintype.card C : ℝ) - Fintype.card A) := by
  have h := excess_uniform K hK m 1 1
  -- bond counting: 4|C| = |B| + |P| and 4|A| = |B| + |Q|
  have h1 := valence_sharing K.cat K.hostC hK.1 (fun _ => 1)
  have h2 := valence_sharing K.an K.hostA hK.2 (fun _ => 1)
  simp only [Finset.sum_const, Finset.card_univ, nsmul_eq_mul] at h1 h2
  linear_combination h - (m - 4) * (h1 - h2)
```

**Q.** Then a stoichiometric cluster has the right total with plain hydrogen, and the fractional charges are not forced.

**A.** Not by the total of one cluster, which gives one linear equation for the two unknowns p and q. With plain hydrogen and m = 3 the brackets are −1/4 on cation hydrogens and +1/4 on anion hydrogens, and they cancel only in the sum. Uniqueness holds in a different sense, and its proof uses two test clusters: one cation with four pseudo-hydrogens and one anion with four. The cation–anion dimer with three on each atom is defined alongside them. `Fin n` is a set of n elements, and `Fin.elim0` is the map out of the empty set.

```lean
/-- A single cation bonded to four pseudo-hydrogens. -/
def loneCation : Cluster (Fin 1) (Fin 0) (Fin 0) (Fin 4) (Fin 0) :=
  ⟨Fin.elim0, Fin.elim0, fun _ => 0, Fin.elim0⟩

/-- A single anion bonded to four pseudo-hydrogens. -/
def loneAnion : Cluster (Fin 0) (Fin 1) (Fin 0) (Fin 0) (Fin 4) :=
  ⟨Fin.elim0, Fin.elim0, Fin.elim0, fun _ => 0⟩

/-- One cation bonded to one anion, each with three pseudo-hydrogens. -/
def dimer : Cluster (Fin 1) (Fin 1) (Fin 1) (Fin 3) (Fin 3) :=
  ⟨fun _ => 0, fun _ => 0, fun _ => 0, fun _ => 0⟩
```

`charges_unique` says that uniform p and q give N = 2L in all four-coordinated clusters at once exactly when p = (8 − m)/4 and q = m/4. For the forward direction, `decide` confirms that both lone atoms are four-coordinated. On the lone cation |P| = 4 and |Q| = 0, so `c1` and `c2` combine to 0 = 4(p − (8 − m)/4). On the lone anion `a1` and `a2` give 0 = 4(q − m/4). The backward direction is the main theorem. The quantifier includes these single-atom clusters, and the theorem makes no claim for a narrower family such as stoichiometric clusters.

```lean
/-- Uniform pseudo-hydrogen charges `p` and `q` make the electron number twice the number of bonds
in every four-coordinated cluster with cation valence `m` and anion valence `8 - m` exactly when `p
= (8 - m)/4` and `q = m/4`. -/
theorem charges_unique (m p q : ℝ) :
    (∀ (C A B P Q : Type) [Fintype C] [Fintype A] [Fintype B] [Fintype P] [Fintype Q]
        [DecidableEq C] [DecidableEq A] (K : Cluster C A B P Q), FourCoordinated K →
        electrons (fun _ : C => m) (fun _ : A => 8 - m) (fun _ : P => p) (fun _ : Q => q)
          = 2 * (numBonds B P Q : ℝ))
      ↔ p = (8 - m) / 4 ∧ q = m / 4 := by
  constructor
  · intro H
    -- test on a lone cation and on a lone anion
    have hC : FourCoordinated loneCation := by
      unfold FourCoordinated
      constructor <;> decide
    have hA : FourCoordinated loneAnion := by
      unfold FourCoordinated
      constructor <;> decide
    have c1 := H _ _ _ _ _ loneCation hC
    have c2 := excess_uniform loneCation hC m p q
    have a1 := H _ _ _ _ _ loneAnion hA
    have a2 := excess_uniform loneAnion hA m p q
    simp only [Fintype.card_fin] at c2 a2
    push_cast at c2 a2
    constructor <;> linarith
  · rintro ⟨rfl, rfl⟩ C A B P Q _ _ _ _ _ _ _ K hK
    exact two_electrons_per_bond K hK m
```

**Q.** Show me one cluster with a cation–anion bond in it.

**A.** The dimer is four-coordinated. With valences 3 and 5,

N = 3 + 5 + 3·(5/4) + 3·(3/4) = 14,  L = 1 + 3 + 3 = 7

```lean
/-- The passivated dimer is four-coordinated; with valences 3 and 5 and pseudo-hydrogen charges
5/4 and 3/4 it has 14 electrons and 7 bonds. -/
theorem dimer_witness :
    FourCoordinated dimer ∧
    electrons (fun _ : Fin 1 => 3) (fun _ : Fin 1 => 5) (fun _ : Fin 3 => 5 / 4)
      (fun _ : Fin 3 => 3 / 4) = 14 ∧
    numBonds (Fin 1) (Fin 3) (Fin 3) = 7 := by
  refine ⟨?_, ?_, ?_⟩
  · unfold FourCoordinated
    constructor <;> decide
  · simp only [electrons, Finset.sum_const, Finset.card_univ, Fintype.card_fin, nsmul_eq_mul]
    norm_num
  · simp [numBonds]

end PseudoHydrogenPassivation
```

```lean
#print axioms PseudoHydrogenPassivation.two_electrons_per_bond_alloy
#print axioms PseudoHydrogenPassivation.excess_ordinary_hydrogen
#print axioms PseudoHydrogenPassivation.charges_unique
```

```
'PseudoHydrogenPassivation.two_electrons_per_bond_alloy' depends on axioms: [propext, Classical.choice, Quot.sound]
'PseudoHydrogenPassivation.excess_ordinary_hydrogen' depends on axioms: [propext, Classical.choice, Quot.sound]
'PseudoHydrogenPassivation.charges_unique' depends on axioms: [propext, Classical.choice, Quot.sound]
```

**Q.** So my cluster has a clean gap?

**A.** That does not follow. No Hamiltonian, orbital or energy appears, and the result is a count for a finite, neutral, fully four-coordinated cluster. It shows that N is an even integer, the number that would doubly occupy L orbitals, one per bond. Whether L bonding orbitals lie below a gap depends on the potentials and the bond lengths.

**Q.** Where do I meet the count in a calculation?

**A.** A pseudo-hydrogen enters as a pseudopotential generated for a fictitious neutral atom whose nuclear charge and electron number both equal p or q. A plane-wave code sums the valence charges of all atoms to obtain the electron number of the neutral cell, which is the sum `electrons`, and a spin-unpolarised run with fixed occupations fills N/2 orbitals. Comparing N/2 with the number of bonds in the structure is a quick check of the input, though only of the total: when cations and anions are equally many, |P| = |Q|, and both plain hydrogen and the two fractional charges exchanged also give N = 2L. The valence m counts s and p electrons only, so a pseudopotential that keeps a filled d shell in its valence adds ten electrons per such atom to the code's total.
